# Integration by parts gives the Wick recursion for polynomials in one centred Gaussian variable

A particle on a spring of stiffness $k$, in contact with a heat bath at temperature $T$, has a classical displacement $x$ from its rest position, distributed as $\exp(-kx^2/2k_BT)$. To find $\langle x^4\rangle$ I was taught to pair up the four factors: there are three pairings, each worth $(k_BT/k)^2$, and the answer is their sum. People call this a Wick contraction. But the contractions I know come from moving annihilation operators past creation operators, and here $x$ is an ordinary number that commutes with everything. What does the pairing? And what can a "normal-ordered" power of $x$ mean when there is nothing to put in order?

## The derivative does the pairing

Integration by parts turns a factor $x$ into a derivative, and the product rule lets that derivative act on each remaining factor in turn. Each term of the product rule is one contraction. A normal-ordered power is a polynomial with subtractions chosen so that its own factors no longer contract with each other.

Write $v>0$ for the variance ($v=k_BT/k$ for the spring) and $w(x)=\exp(-x^2/2v)$ for the weight. Its derivative is $w'(x)=-(x/v)\,w(x)$. For a real polynomial $p$, therefore,

$$\frac{d}{dx}\bigl[v\,p(x)\,w(x)\bigr]=v\,p'(x)\,w(x)-x\,p(x)\,w(x).$$

A polynomial times $w$ is integrable and vanishes at $\pm\infty$, so the left side integrates to zero and

$$\int x\,p(x)\,w(x)\,dx=v\int p'(x)\,w(x)\,dx .$$

This is Stein's identity for polynomials. Since $\int w\,dx=\sqrt{2\pi v}$, dividing by that number gives a mean with $\langle 1\rangle=1$ and

$$\langle x\,p\rangle=v\,\langle p'\rangle .$$

With $p=x^n$ and $n\ge1$ this reads $\langle x^{n+1}\rangle=n\,v\,\langle x^{n-1}\rangle$: the first $x$ pairs with any of the $n$ others, and each pair contributes $v$. For $n=0$ it gives $\langle x\rangle=0$.

The recursion also determines the mean. Let $L$ be a linear functional on polynomials with $L(1)=1$ and $L(xp)=v\,L(p')$ for all $p$. Then $L(x)=0$ and $L(x^{n+1})=n\,v\,L(x^{n-1})$ for $n\ge1$, so all its moments agree with the Gaussian ones, and by linearity so does its value on every polynomial.

For normal ordering, set $W_0=1$ and $W_{n+1}=x\,W_n-v\,W_n'$. The first few are $W_1=x$, $W_2=x^2-v$ and $W_3=x^3-3vx$. Apply the recursion to the polynomial $W_n\,p$:

$$\langle W_{n+1}p\rangle=\langle x\,W_np\rangle-v\langle W_n'p\rangle
=v\langle W_n'p\rangle+v\langle W_np'\rangle-v\langle W_n'p\rangle=v\langle W_np'\rangle .$$

The terms in which the new $x$ contracts with a factor inside $W_n$ have cancelled. Repeating the step gives

$$\langle W_n\,p\rangle=v^n\langle p^{(n)}\rangle,$$

which is zero whenever $p$ has degree below $n$.

## The quartic oscillator at first order

The same step gives the first-order shift of the ground-state energy of a single quantum harmonic mode of mass $m$ and frequency $\omega$ when the perturbation is a polynomial in position. The ground-state density is Gaussian with $v=\hbar/(2m\omega)$; this is physical input, and the file below starts from the Gaussian. Adding $\lambda x^4$ to the Hamiltonian shifts the ground-state energy at first order by $\lambda\langle x^4\rangle$. Two uses of the recursion give

$$\langle x^4\rangle=3v\langle x^2\rangle=3v^2,\qquad \lambda\langle x^4\rangle=\frac{3\lambda\hbar^2}{4m^2\omega^2}.$$

In Wick powers, $x^4=W_4+6v\,W_2+3v^2$. The first two terms have mean zero, so the constant, multiplied by $\lambda$, is the whole first-order shift. A perturbation $\lambda W_4$ in place of $\lambda x^4$ would leave the ground-state energy unchanged at first order.

## What the Lean statements say

A polynomial is an element `p` of `ℝ[X]`, its value at a point is `p.eval x`, and `derivative p` is its algebraic derivative. The weight $w$ is `gaussWeight v x`, without a prefactor. The integrals are Lebesgue integrals over the whole real line. Lean assigns the value zero to the integral of a non-integrable function, so `integrable_poly_mul_weight` is what makes the identities statements about genuine integrals.

- `stein_identity` is the integral identity for every $v>0$ and every real polynomial. `stein_identity_standard` is the case $v=1$, with the exponential written out.
- `gaussMean hv` is $\langle\,\cdot\,\rangle$ as a linear map from polynomials to real numbers. It takes the proof `hv` of `0 < v` as an argument because the proof that it is additive uses integrability. `gaussMean_one` and `gaussMean_X_mul` state normalisation and the recursion.
- `eq_gaussMean_of_recursion` is the converse. The functional `L` is not assumed to be positive or to come from an integral. Some normalisation is needed, since the zero functional also obeys the recursion.
- `wickPower v n` is $W_n$, and `derivative^[n] p` is the $n$-th derivative. The last two theorems are the formula for $\langle W_n\,p\rangle$ and the orthogonality.

All of this concerns one real variable and polynomial test functions. Stein's identity is usually stated for a wider class of differentiable functions, and Wick's theorem in field theory deals with products of many free fields, whose expectation values in the free vacuum become sums over complete pairings. Here there is the single contraction step, its iteration for Wick powers, and no closed formula for the moments. Correlated variables and Grassmann integrals would need separate treatment.

```lean
import Mathlib

open MeasureTheory
open Polynomial (X C derivative)
open scoped Polynomial Real

namespace GaussianStein

noncomputable section

/-- The unnormalised Gaussian weight `exp(-x²/(2v))` of variance `v`, meant for `v > 0`. -/
def gaussWeight (v x : ℝ) : ℝ := Real.exp (-x ^ 2 / (2 * v))

/-- For positive variance, every polynomial times the Gaussian weight is integrable over the
real line. -/
theorem integrable_poly_mul_weight {v : ℝ} (hv : 0 < v) (p : ℝ[X]) :
    Integrable (fun x : ℝ => p.eval x * gaussWeight v x) := by
  induction p using Polynomial.induction_on' with
  | add p q hp hq =>
    refine (hp.add hq).congr (Filter.Eventually.of_forall fun x => ?_)
    simp only [Pi.add_apply, Polynomial.eval_add]
    ring
  | monomial n a =>
    have hb : 0 < (2 * v)⁻¹ := by positivity
    have hn : (-1 : ℝ) < (n : ℝ) := by
      have := Nat.cast_nonneg (α := ℝ) n
      linarith
    have h := (integrable_rpow_mul_exp_neg_mul_sq hb hn).const_mul a
    refine h.congr (Filter.Eventually.of_forall fun x => ?_)
    have e : -x ^ 2 / (2 * v) = -(2 * v)⁻¹ * x ^ 2 := by ring
    simp only [Polynomial.eval_monomial, gaussWeight, e, Real.rpow_natCast]
    ring

/-- The derivative of the Gaussian weight is `-x/v` times the weight. -/
theorem hasDerivAt_gaussWeight (v x : ℝ) :
    HasDerivAt (gaussWeight v) (-(x / v) * gaussWeight v x) x := by
  have h0 : HasDerivAt (fun y : ℝ => y ^ 2) (2 * x) x := by
    simpa using hasDerivAt_pow 2 x
  have h1 : HasDerivAt (fun y : ℝ => -y ^ 2 / (2 * v)) (-(x / v)) x :=
    (h0.fun_neg.div_const (2 * v)).congr_deriv (by ring)
  exact h1.exp.congr_deriv (by unfold gaussWeight; ring)

/-- **Stein's identity** for polynomials: under a Gaussian weight of variance `v > 0`, a factor
`x` may be traded for `v` times the derivative of the remaining polynomial. -/
theorem stein_identity {v : ℝ} (hv : 0 < v) (p : ℝ[X]) :
    ∫ x : ℝ, x * p.eval x * gaussWeight v x
      = v * ∫ x : ℝ, (derivative p).eval x * gaussWeight v x := by
  -- the difference of the two integrands is a total derivative
  have hd : ∀ x : ℝ, HasDerivAt (fun y : ℝ => v * (p.eval y * gaussWeight v y))
      (v * ((derivative p).eval x * gaussWeight v x) - x * p.eval x * gaussWeight v x) x := by
    intro x
    have hx : v * (x / v) = x := by field_simp
    refine (((p.hasDerivAt x).fun_mul (hasDerivAt_gaussWeight v x)).const_mul v).congr_deriv ?_
    linear_combination (-(p.eval x * gaussWeight v x)) * hx
  have hxp : Integrable (fun x : ℝ => x * p.eval x * gaussWeight v x) := by
    refine (integrable_poly_mul_weight hv (X * p)).congr
      (Filter.Eventually.of_forall fun x => ?_)
    change (X * p).eval x * gaussWeight v x = x * p.eval x * gaussWeight v x
    rw [Polynomial.eval_mul, Polynomial.eval_X]
  have hp' := (integrable_poly_mul_weight hv (derivative p)).const_mul v
  -- the boundary terms at infinity vanish
  have h0 := integral_eq_zero_of_hasDerivAt_of_integrable hd (hp'.sub hxp)
    ((integrable_poly_mul_weight hv p).const_mul v)
  rw [integral_sub hp' hxp, integral_const_mul] at h0
  linarith

/-- Stein's identity for unit variance: the integrals of `x p(x) exp(-x²/2)` and
`p'(x) exp(-x²/2)` over the real line agree for every real polynomial `p`. -/
theorem stein_identity_standard (p : ℝ[X]) :
    ∫ x : ℝ, x * p.eval x * Real.exp (-x ^ 2 / 2)
      = ∫ x : ℝ, (derivative p).eval x * Real.exp (-x ^ 2 / 2) := by
  simpa only [gaussWeight, mul_one, one_mul] using stein_identity (v := 1) one_pos p

/-- The Gaussian mean of a polynomial at variance `v > 0`, as a linear functional: the weighted
integral divided by `√(2πv)`. -/
def gaussMean {v : ℝ} (hv : 0 < v) : ℝ[X] →ₗ[ℝ] ℝ where
  toFun p := (∫ x : ℝ, p.eval x * gaussWeight v x) / √(2 * π * v)
  map_add' p q := by
    simp only [Polynomial.eval_add, add_mul]
    rw [integral_add (integrable_poly_mul_weight hv p) (integrable_poly_mul_weight hv q),
      add_div]
  map_smul' a p := by
    simp only [Polynomial.eval_smul, smul_eq_mul, mul_assoc, RingHom.id_apply]
    rw [integral_const_mul, mul_div_assoc]

/-- The Gaussian mean is normalised: the constant polynomial `1` has mean `1`. -/
theorem gaussMean_one {v : ℝ} (hv : 0 < v) : gaussMean hv 1 = 1 := by
  have h : ∫ x : ℝ, gaussWeight v x = √(2 * π * v) := by
    have e : ∀ x : ℝ, gaussWeight v x = Real.exp (-(2 * v)⁻¹ * x ^ 2) := by
      intro x
      unfold gaussWeight
      congr 1
      ring
    simp only [e]
    rw [integral_gaussian]
    congr 1
    rw [div_inv_eq_mul]
    ring
  change (∫ x : ℝ, (1 : ℝ[X]).eval x * gaussWeight v x) / √(2 * π * v) = 1
  simp only [Polynomial.eval_one, one_mul, h]
  exact div_self (by positivity)

/-- The Wick recursion in one variable: the mean of `x p` is `v` times the mean of `p'`. -/
theorem gaussMean_X_mul {v : ℝ} (hv : 0 < v) (p : ℝ[X]) :
    gaussMean hv (X * p) = v * gaussMean hv (derivative p) := by
  change (∫ x : ℝ, (X * p).eval x * gaussWeight v x) / √(2 * π * v)
    = v * ((∫ x : ℝ, (derivative p).eval x * gaussWeight v x) / √(2 * π * v))
  simp only [Polynomial.eval_mul, Polynomial.eval_X]
  rw [stein_identity hv, mul_div_assoc]

/-- Converse: a linear functional on polynomials that is normalised and obeys the Wick recursion
with `v > 0` is the Gaussian mean of variance `v`. -/
theorem eq_gaussMean_of_recursion {v : ℝ} (hv : 0 < v) (L : ℝ[X] →ₗ[ℝ] ℝ)
    (h1 : L 1 = 1) (hL : ∀ p, L (X * p) = v * L (derivative p)) : L = gaussMean hv := by
  -- the recursion fixes all moments
  have key : ∀ n : ℕ, L (X ^ n) = gaussMean hv (X ^ n) := by
    intro n
    induction n using Nat.strong_induction_on with
    | _ n ih =>
      rcases n with _ | n
      · rw [pow_zero, h1, gaussMean_one]
      · rw [pow_succ', hL, gaussMean_X_mul, Polynomial.derivative_X_pow,
          ← Polynomial.smul_eq_C_mul, map_smul, map_smul, ih (n - 1) (by omega)]
  refine LinearMap.ext fun p => ?_
  induction p using Polynomial.induction_on' with
  | add p q hp hq => rw [map_add, map_add, hp, hq]
  | monomial n a =>
    rw [← Polynomial.C_mul_X_pow_eq_monomial, ← Polynomial.smul_eq_C_mul, map_smul, map_smul,
      key]

/-- The Wick (normal-ordered) powers of `x` at variance `v`: start from `1`, and at each step
multiply by `x` and subtract `v` times the derivative. -/
def wickPower (v : ℝ) : ℕ → ℝ[X]
  | 0 => 1
  | n + 1 => X * wickPower v n - C v * derivative (wickPower v n)

/-- The mean of the `n`-th Wick power times `p` is `v ^ n` times the mean of the `n`-th
derivative of `p`. -/
theorem gaussMean_wickPower_mul {v : ℝ} (hv : 0 < v) (n : ℕ) (p : ℝ[X]) :
    gaussMean hv (wickPower v n * p) = v ^ n * gaussMean hv (derivative^[n] p) := by
  induction n generalizing p with
  | zero => simp [wickPower]
  | succ n ih =>
    have e : wickPower v (n + 1) * p
        = X * (wickPower v n * p) - v • (derivative (wickPower v n) * p) := by
      rw [wickPower, Polynomial.smul_eq_C_mul]
      ring
    -- contractions inside the Wick power cancel
    rw [e, map_sub, map_smul, gaussMean_X_mul, Polynomial.derivative_mul, map_add,
      Function.iterate_succ_apply, smul_eq_mul, pow_succ]
    linear_combination v * ih (derivative p)

/-- The `n`-th Wick power is orthogonal, in the Gaussian mean, to every polynomial of degree
less than `n`. -/
theorem gaussMean_wickPower_mul_eq_zero {v : ℝ} (hv : 0 < v) {n : ℕ} {p : ℝ[X]}
    (hp : p.natDegree < n) : gaussMean hv (wickPower v n * p) = 0 := by
  rw [gaussMean_wickPower_mul, Polynomial.iterate_derivative_eq_zero hp, map_zero, mul_zero]

end

end GaussianStein
```

```lean
#print axioms GaussianStein.stein_identity_standard
#print axioms GaussianStein.eq_gaussMean_of_recursion
#print axioms GaussianStein.gaussMean_wickPower_mul_eq_zero
```

```
'GaussianStein.stein_identity_standard' depends on axioms: [propext, Classical.choice, Quot.sound]
'GaussianStein.eq_gaussMean_of_recursion' depends on axioms: [propext, Classical.choice, Quot.sound]
'GaussianStein.gaussMean_wickPower_mul_eq_zero' depends on axioms: [propext, Classical.choice, Quot.sound]
```

## From the calculus to the code

`integrable_poly_mul_weight` splits a polynomial into monomials. Each monomial is handled by Mathlib's result that $x^s e^{-bx^2}$ is integrable for $b>0$ and $s>-1$, used with $b=1/(2v)$ and $s=n$. `hasDerivAt_gaussWeight` is the chain rule for $w'=-(x/v)w$.

In `stein_identity`, the statement `hd` is the total derivative displayed above; the small equation `hx`, $v\cdot(x/v)=x$, is where $v\neq0$ enters it. The lemma `integral_eq_zero_of_hasDerivAt_of_integrable` then says that a derivative integrates to zero over the line if both it and the function it came from are integrable. This replaces the separate argument about boundary terms. Splitting the integral of the difference and rearranging gives the identity.

`gaussMean_one` uses Mathlib's Gaussian integral, and `gaussMean_X_mul` is Stein's identity divided by $\sqrt{2\pi v}$.

The converse first proves `key`, the agreement of all moments, by strong induction, because the recursion steps down by two powers. For the first moment the derivative supplies the coefficient zero, so both sides vanish. A second induction, over sums and monomials, extends the agreement to all polynomials.

In `gaussMean_wickPower_mul` the induction on `n` keeps `p` general, since the step from $n$ to $n+1$ needs the hypothesis for $p'$. The equation `e` expands $W_{n+1}p$ by the definition. The rewriting then applies the recursion and the product rule, and the closing `linear_combination` cancels the two $W_n'p$ terms and inserts the hypothesis for $p'$. Orthogonality follows because the $n$-th derivative of a polynomial of degree below $n$ is zero.
